# Linear interpolation of squared phonon frequencies gives a nearest-neighbour chain a divergent sound velocity

A harmonic chain with nearest-neighbour springs has the squared phonon frequency \(D(q)=2K(1-\cos q)\), where \(q\) is the wave number in units of the inverse lattice constant and \(K>0\) is the spring constant divided by the mass. Let \(0<h\le\pi/2\), and replace \(D\) between \(0\) and \(h\) by the straight line \(L(q)=q\,D(h)/h\). Then

\[
L(q)>D(q)\quad(0<q<h),\qquad \frac{L(q)}{q^2}\to\infty,\qquad \frac{\sqrt{L(q)}}{q}\to\infty\quad(q\downarrow 0).
\]

The line overestimates the squared frequency everywhere inside the interval, and the phase velocity, whose long-wavelength limit is the sound velocity, diverges. Density functional perturbation theory can give the dynamical matrix at any wave vector, but to save cost it is often run on a coarse grid, and values in between are interpolated. For this one-dimensional model with a single branch, the results below compare a straight line with a Fourier form.

## The chain, the straight line and the phase velocity

```lean
import Mathlib

open Filter Topology

namespace PhononInterpolation

noncomputable section

/-- Squared phonon frequency of the nearest-neighbour chain at wave number `q`
(lattice constant one), with `K` the spring constant divided by the mass. -/
def chain (K q : ℝ) : ℝ := 2 * K * (1 - Real.cos q)
```

`chain K q` is \(D(q)\). The annotation `(K q : ℝ)` says that both arguments are real numbers, with `K` given first, so `chain K` alone is the function \(D\), of type `ℝ → ℝ`. The lattice constant is one, which makes \(q\) dimensionless. With one atom per cell, the dynamical matrix is just this number.

```lean
/-- Linear interpolation of a squared frequency `D` between the wave numbers `0` and `h`,
for `h ≠ 0`. -/
def linearInterp (D : ℝ → ℝ) (h q : ℝ) : ℝ := D 0 + q * (D h - D 0) / h
```

This is the line through the values of \(D\) at \(0\) and \(h\):

\[
L(q)=D(0)+\frac{q\,(D(h)-D(0))}{h}.
\]

The definition accepts any function `D`. It interpolates the squared frequency, not the frequency \(\omega\) itself, and the divergence comes from that choice: a straight line for \(\omega\) would give a constant velocity.

```lean
/-- Phase velocity `ω / q` of a mode with squared frequency `ω² = D q ≥ 0`, for `q ≠ 0`. -/
def phaseVelocity (D : ℝ → ℝ) (q : ℝ) : ℝ := √(D q) / q
```

The phase velocity is \(\omega/q=\sqrt{D(q)}/q\). The function `D` is again an argument, so the same definition serves the exact chain and its interpolant.

## Positive squared frequency away from zero

```lean
/-- The squared frequency of the chain in half-angle form, `4 K sin² (q / 2)`. -/
theorem chain_eq_sin_sq (K q : ℝ) : chain K q = 4 * K * Real.sin (q / 2) ^ 2 := by
  have h1 := Real.cos_two_mul (q / 2)
  have h2 := Real.sin_sq_add_cos_sq (q / 2)
  rw [show 2 * (q / 2) = q by ring] at h1
  unfold chain
  linear_combination (-2 * K) * h1 - 4 * K * h2
```

A theorem in Lean consists of a name, its variables and hypotheses, a colon, the claim, and a proof after `:=`. The claim here is \(D(q)=4K\sin^2(q/2)\). By hand, \(\cos q=2\cos^2(q/2)-1\) and \(\sin^2(q/2)+\cos^2(q/2)=1\) give \(1-\cos q=2\sin^2(q/2)\), and multiplying by \(2K\) finishes the argument. In the proof, `h1` and `h2` are these two identities, and `linear_combination` adds them with the stated coefficients.

```lean
/-- For `K > 0` the squared frequency is positive at every wave number strictly between
`0` and `2π`. -/
theorem chain_pos {K h : ℝ} (hK : 0 < K) (h0 : 0 < h) (h1 : h < 2 * Real.pi) :
    0 < chain K h := by
  have hs : 0 < Real.sin (h / 2) :=
    Real.sin_pos_of_pos_of_lt_pi (by linarith) (by linarith)
  rw [chain_eq_sin_sq]
  positivity
```

The hypotheses `hK`, `h0` and `h1` say \(K>0\), \(0<h\) and \(h<2\pi\). Then \(0<h/2<\pi\), so \(\sin(h/2)>0\), and the half-angle form gives \(D(h)>0\). The braces around `K h` mean that Lean infers these numbers from the context.

## Divergence at small wave number

```lean
/-- Since the acoustic frequency vanishes at `q = 0`, the linear interpolant of the chain is
`q D(h) / h`. -/
theorem linearInterp_chain (K h q : ℝ) :
    linearInterp (chain K) h q = q * chain K h / h := by
  have h0 : chain K 0 = 0 := by simp [chain]
  rw [linearInterp, h0]
  ring
```

Since \(\cos 0=1\), we have \(D(0)=0\): a uniform translation costs no energy. The general line reduces to \(L(q)=q\,D(h)/h\).

```lean
/-- For `K > 0` and `0 < h < 2π`, the linearly interpolated squared frequency divided by `q²`
tends to infinity as `q` decreases to zero. -/
theorem linear_stiffness_diverges {K h : ℝ} (hK : 0 < K) (h0 : 0 < h)
    (h1 : h < 2 * Real.pi) :
    Tendsto (fun q => linearInterp (chain K) h q / q ^ 2) (𝓝[>] 0) atTop := by
  have hpos : 0 < chain K h / h := div_pos (chain_pos hK h0 h1) h0
  -- the quotient is a positive constant times `1 / q`
  refine (tendsto_inv_nhdsGT_zero.const_mul_atTop hpos).congr' ?_
  filter_upwards [self_mem_nhdsWithin] with q hq
  have hq' : 0 < q := hq
  rw [linearInterp_chain]
  field_simp
```

`Tendsto f (𝓝[>] 0) atTop` reads "\(f(q)\to\infty\) as \(q\) decreases to zero through positive values". For \(q>0\),

\[
\frac{L(q)}{q^2}=\frac{D(h)}{h}\cdot\frac1q ,
\]

a positive constant times a diverging factor. The `refine` line states the limit of the right-hand side, and the lines after it check that both sides agree for positive \(q\).

The condition \(h<2\pi\) can't be relaxed to \(h\le 2\pi\). At \(h=2\pi\) we have \(D(h)=0\), so the line is identically zero and nothing diverges.

```lean
/-- At positive wave number the phase velocity is the square root of `D(q) / q²`. -/
theorem phaseVelocity_eq_sqrt (D : ℝ → ℝ) {q : ℝ} (hq : 0 < q) :
    phaseVelocity D q = √(D q / q ^ 2) := by
  rw [phaseVelocity, Real.sqrt_div' _ (sq_nonneg q), Real.sqrt_sq hq.le]
```

For \(q>0\), \(\sqrt{D(q)/q^2}=\sqrt{D(q)}/\sqrt{q^2}=\sqrt{D(q)}/q\). No sign condition on `D` is needed, because Lean sets the square root of a negative number to zero and both sides then vanish.

## The overestimate on the first grid interval

```lean
/-- For `K > 0` and `0 < h ≤ π/2`, linear interpolation overestimates the squared frequency
everywhere strictly between `0` and `h`; as `q` decreases to zero, both the interpolant
divided by `q²` and its phase velocity tend to infinity. -/
theorem linear_interpolation_fails {K h : ℝ} (hK : 0 < K) (h0 : 0 < h)
    (h1 : h ≤ Real.pi / 2) :
    (∀ q, 0 < q → q < h → chain K q < linearInterp (chain K) h q) ∧
    Tendsto (fun q => linearInterp (chain K) h q / q ^ 2) (𝓝[>] 0) atTop ∧
    Tendsto (phaseVelocity (linearInterp (chain K) h)) (𝓝[>] 0) atTop := by
  have hpi := Real.pi_pos
  have hdiv := linear_stiffness_diverges hK h0 (by linarith)
  refine ⟨fun q hq hqh => ?_, hdiv, ?_⟩
  · -- the cosine lies strictly above its chord from `0` to `h`
    have hlt : q / h < 1 := (div_lt_one h0).2 hqh
    have m0 : (0 : ℝ) ∈ Set.Icc (-(Real.pi / 2)) (Real.pi / 2) := by
      constructor <;> linarith
    have mh : h ∈ Set.Icc (-(Real.pi / 2)) (Real.pi / 2) := by
      constructor <;> linarith
    have hc := strictConcaveOn_cos_Icc.2 m0 mh h0.ne
      (sub_pos.2 hlt) (div_pos hq h0) (sub_add_cancel 1 (q / h))
    simp only [smul_eq_mul, Real.cos_zero, mul_zero, zero_add, mul_one] at hc
    rw [div_mul_cancel₀ q h0.ne'] at hc
    have e : q * chain K h / h = 2 * K * (q / h * (1 - Real.cos h)) := by
      unfold chain
      ring
    rw [linearInterp_chain, e, chain]
    exact mul_lt_mul_of_pos_left (by linarith) (by positivity)
  · -- the velocity is the square root of the diverging quotient
    refine (Real.tendsto_sqrt_atTop.comp hdiv).congr' ?_
    filter_upwards [self_mem_nhdsWithin] with q hq
    exact (phaseVelocity_eq_sqrt _ hq).symm
```

The symbol `∧` means "and", so this theorem contains all three statements of the opening. On a uniform grid with spacing \(h=2\pi/N\), the condition \(h\le\pi/2\) means at least four points per period of the dispersion.

For the first statement, put \(t=q/h\), so that \(0<t<1\) and \(q=(1-t)\cdot 0+t\,h\). The cosine is strictly concave on \([-\pi/2,\pi/2]\), hence

\[
(1-t)\cos 0+t\cos h<\cos q .
\]

Rearranged, this is \(1-\cos q<t\,(1-\cos h)\). Multiplication by \(2K>0\) gives

\[
D(q)<\frac{q}{h}\,D(h)=L(q).
\]

In the code, `m0` and `mh` place the two endpoints in the interval of concavity, `hc` is the concavity inequality, and `e` rewrites \(L(q)\) as \(2K\,t\,(1-\cos h)\). The `exact` that closes this first part multiplies by \(2K\).

The second statement is the previous divergence theorem, stored as `hdiv`. The third follows because the phase velocity is the square root of \(L(q)/q^2\), and the square root of a diverging quantity diverges.

For a numerical instance, take \(K=1\) and \(h=\pi/2\). Then \(D(h)=2\) and \(L(q)=4q/\pi\).

| \(q\) | \(D(q)\) | \(L(q)\) | \(\sqrt{D(q)}/q\) | \(\sqrt{L(q)}/q\) |
|---|---|---|---|---|
| \(\pi/3\) | 1 | 1.333 | 0.955 | 1.103 |
| \(\pi/6\) | 0.268 | 0.667 | 0.989 | 1.559 |

As \(q\) is halved, the exact velocity moves towards 1, while the interpolated one grows by a factor \(\sqrt2\).

## The sound velocity of the exact chain and of a cosine fit

```lean
/-- The exact chain with `K = c²` and `c ≥ 0` has the finite phase velocity `c` in the limit
of long wavelength. -/
theorem exact_sound_velocity {c : ℝ} (hc : 0 ≤ c) :
    Tendsto (phaseVelocity (chain (c ^ 2))) (𝓝[>] 0) (𝓝 c) := by
  have hcont : Continuous (fun q : ℝ => √(c ^ 2 * Real.sinc (q / 2) ^ 2)) :=
    Real.continuous_sqrt.comp (continuous_const.mul
      ((Real.continuous_sinc.comp (continuous_id.div_const 2)).pow 2))
  have ht := hcont.tendsto 0
  simp only [zero_div, Real.sinc_zero, one_pow, mul_one, Real.sqrt_sq hc] at ht
  refine (ht.mono_left nhdsWithin_le_nhds).congr' ?_
  filter_upwards [self_mem_nhdsWithin] with q hq
  have hq' : 0 < q := hq
  have hne : q / 2 ≠ 0 := by positivity
  rw [phaseVelocity_eq_sqrt _ hq', chain_eq_sin_sq, Real.sinc_of_ne_zero hne]
  congr 1
  ring
```

Here \(K\) is written as \(c^2\) with \(c\ge 0\), and `𝓝 c` as the target means that the limit is \(c\). With \(\operatorname{sinc}x=\sin x/x\) and \(\operatorname{sinc}0=1\), the half-angle form gives, for \(q>0\),

\[
\frac{D(q)}{q^2}=c^2\,\frac{\sin^2(q/2)}{(q/2)^2}=c^2\operatorname{sinc}^2(q/2).
\]

The right-hand side is continuous and equals \(c^2\) at \(q=0\), so the phase velocity tends to \(\sqrt{c^2}=c\). The proof records the continuity as `hcont`, evaluates at zero, and then transfers the limit to the phase velocity. In terms of \(K\), the spring constant divided by the mass, the sound velocity is \(\sqrt K\).

```lean
/-- A Fourier form `a + b cos q` that matches the squared frequency of the chain at `0` and at
one wave number `h` with `0 < h < 2π` reproduces it at every wave number. -/
theorem fourier_interpolation_exact {K h a b : ℝ} (h0 : 0 < h) (h1 : h < 2 * Real.pi)
    (hzero : a + b * Real.cos 0 = chain K 0) (hh : a + b * Real.cos h = chain K h) (q : ℝ) :
    a + b * Real.cos q = chain K q := by
  have hpos := chain_pos one_pos h0 h1
  unfold chain at hpos hzero hh ⊢
  rw [Real.cos_zero] at hzero
  have hne : 1 - Real.cos h ≠ 0 := by
    intro h2
    rw [h2] at hpos
    linarith
  -- the two samples fix the nearest-neighbour force constant
  have hb : b + 2 * K = 0 := by
    apply (mul_eq_zero.1 _).resolve_right hne
    linear_combination hzero - hh
  linear_combination hzero + (Real.cos q - 1) * hb
```

Now the interpolant has the Fourier form \(a+b\cos q\), and the hypotheses `hzero` and `hh` say that it matches \(D\) at \(0\) and at \(h\). The first gives \(a+b=0\). Subtracting the second from it gives

\[
b\,(1-\cos h)=-2K(1-\cos h),\qquad\text{so}\qquad (b+2K)(1-\cos h)=0 .
\]

For \(0<h<2\pi\) the second factor is nonzero, hence \(b=-2K\) and \(a=2K\), and the form equals \(D(q)\) at every \(q\). The code obtains the nonzero factor as `hne`, by applying `chain_pos` with the value one in place of \(K\); for this reason \(K\) itself needs no sign condition.

The fit therefore has the sound velocity of the exact chain. It is exact because the form has the same range as the forces: a constant and one cosine describe nearest-neighbour springs. Springs to more distant neighbours would add further cosines to \(D\), and two samples would then not determine it in general.

## An underestimate when the grid spacing is π

```lean
/-- With sampling points `0` and `π` and `K > 0`, the linear interpolant lies below the squared
frequency of the chain at `q = 2π/3`. -/
theorem coarse_grid_underestimates {K : ℝ} (hK : 0 < K) :
    linearInterp (chain K) Real.pi (2 * Real.pi / 3) < chain K (2 * Real.pi / 3) := by
  have hcos : Real.cos (2 * Real.pi / 3) = -(1 / 2) := by
    rw [show 2 * Real.pi / 3 = Real.pi - Real.pi / 3 by ring, Real.cos_pi_sub,
      Real.cos_pi_div_three]
  rw [linearInterp_chain, div_lt_iff₀ Real.pi_pos]
  unfold chain
  rw [hcos, Real.cos_pi]
  nlinarith [mul_pos hK Real.pi_pos]

end

end PhononInterpolation
```

This is a counter-example to the overestimate on a coarser grid. With \(h=\pi\) we have \(D(\pi)=4K\), and at \(q=2\pi/3\), where \(\cos q=-\tfrac12\),

\[
L(q)=\tfrac23\cdot 4K=\tfrac83K<3K=D(q).
\]

The proof computes the cosine as `hcos`, clears the denominator \(\pi\), and leaves the remaining inequality to `nlinarith`. The bound \(h\le\pi/2\) in the overestimate thus can't be weakened to \(h\le\pi\); the example doesn't decide what happens for spacings in between. The divergence at small \(q\) is unaffected, since it needs only \(0<h<2\pi\).

```lean
#print axioms PhononInterpolation.linearInterp_chain
#print axioms PhononInterpolation.linear_interpolation_fails
#print axioms PhononInterpolation.fourier_interpolation_exact
#print axioms PhononInterpolation.coarse_grid_underestimates
```

```
'PhononInterpolation.linearInterp_chain' depends on axioms: [propext, Classical.choice, Quot.sound]
'PhononInterpolation.linear_interpolation_fails' depends on axioms: [propext, Classical.choice, Quot.sound]
'PhononInterpolation.fourier_interpolation_exact' depends on axioms: [propext, Classical.choice, Quot.sound]
'PhononInterpolation.coarse_grid_underestimates' depends on axioms: [propext, Classical.choice, Quot.sound]
```
